# Interchange of two first-order responses in symmetrically coupled orbital equations

Take one normalised real orbital $v$ with energy $e$ and two static perturbations $A$ and $B$. Their first-order responses $f$ and $h$, both orthogonal to $v$, satisfy

$$(H-e)f = a\,v - Av,\qquad (H-e)h = b\,v - Bv,$$

where the numbers $a,b$ are first-order energy shifts. Pair the first equation with $h$ and the second with $f$. Orthogonality removes $a$ and $b$, leaving $\langle (H-e)f,h\rangle=-\langle Av,h\rangle$ and $\langle f,(H-e)h\rangle=-\langle f,Bv\rangle$. Since $H$ is symmetric, the left sides agree, so $\langle f,Bv\rangle=\langle Av,h\rangle$.

For Sternheimer antishielding, let $A$ be the potential of an external charge and $B$ the field-gradient operator at a nucleus. Within a real, static, linear-response orbital model whose Hamiltonian is symmetric and whose orbitals, if coupled, act on each other reciprocally, the induced gradient can then be obtained from the response to either one.

## Both responses solve the same coupled equations

With several orbitals $v_i$, a change in orbital $j$ alters the field felt by orbital $i$. Operators $K_{ij}$ describe this, and the left side becomes

$$(Lf)_i=(H-e_i)f_i+\sum_j K_{ij}f_j .$$

In Lean, `E` is a real inner-product space, not necessarily finite-dimensional, and the finite type `ι` labels the orbitals. The operators are linear maps defined on all of `E`, as matrices in a finite real basis are. An unbounded Hamiltonian on a complete Hilbert space is not, so the theorems do not apply to it directly.

```lean
import Mathlib

open scoped InnerProductSpace

namespace SternheimerInterchange

noncomputable section

variable {E ι : Type*} [NormedAddCommGroup E] [InnerProductSpace ℝ E] [Fintype ι]

/-- The coupled first-order operator: orbital `i` of the family `f` is sent to
`(H - e i) f i + ∑ j, K i j (f j)`. -/
def responseOp (H : E →ₗ[ℝ] E) (e : ι → ℝ) (K : ι → ι → E →ₗ[ℝ] E) (f : ι → E) (i : ι) : E :=
  H (f i) - e i • f i + ∑ j, K i j (f j)
```

`IsResponse` collects the equations $(Lf)_i=a_iv_i-Av_i$ in `eqn` and the conditions $\langle f_i,v_i\rangle=0$ in `orth`. That such a family exists is assumed. So is its identification with the true first-order change of self-consistent orbitals.

```lean
/-- The family `f` is a first-order response of the orbitals `v` to the perturbation `A`: it solves
the coupled equations with multipliers `a`, and each `f i` is orthogonal to `v i`. -/
structure IsResponse (H : E →ₗ[ℝ] E) (e : ι → ℝ) (K : ι → ι → E →ₗ[ℝ] E) (v : ι → E)
    (A : E →ₗ[ℝ] E) (a : ι → ℝ) (f : ι → E) : Prop where
  eqn : ∀ i, responseOp H e K f i = a i • v i - A (v i)
  orth : ∀ i, ⟪f i, v i⟫_ℝ = 0

/-- The sum over orbitals of the diagonal matrix elements of a one-electron operator `B`. -/
def expectation (B : E →ₗ[ℝ] E) (u : ι → E) : ℝ := ∑ i, ⟪u i, B (u i)⟫_ℝ
```

Both responses must share $H$, $e_i$, $K_{ij}$ and $v_i$. Write $h_i$ for the response to $B$. If one response is computed with coupling and the other without, the sums $\sum_i\langle f_i,Bv_i\rangle$ and $\sum_i\langle Av_i,h_i\rangle$ can differ, as the two-level example below shows.

## Symmetric $H$ and mutually adjoint couplings

Symmetry of $H$ is the usual property of a real one-electron Hamiltonian. The condition $\langle K_{ij}x,y\rangle=\langle x,K_{ji}y\rangle$ says that orbitals $i$ and $j$ act on each other reciprocally, as they do when the couplings are second derivatives of one interaction energy. Together they make $L$ symmetric:

$$\sum_i\langle (H-e_i)f_i,h_i\rangle=\sum_i\langle f_i,(H-e_i)h_i\rangle,$$

$$\sum_{i,j}\langle K_{ij}f_j,h_i\rangle=\sum_{i,j}\langle f_j,K_{ji}h_i\rangle=\sum_{i,j}\langle f_i,K_{ij}h_j\rangle .$$

The last step renames the indices.

```lean
variable {H A B : E →ₗ[ℝ] E} {e a b : ι → ℝ} {K : ι → ι → E →ₗ[ℝ] E} {v f h : ι → E}

/-- The coupled first-order operator is symmetric for the inner product summed over orbitals. -/
theorem responseOp_symmetric (hH : H.IsSymmetric)
    (hK : ∀ i j x y, ⟪K i j x, y⟫_ℝ = ⟪x, K j i y⟫_ℝ) (f h : ι → E) :
    ∑ i, ⟪responseOp H e K f i, h i⟫_ℝ = ∑ i, ⟪f i, responseOp H e K h i⟫_ℝ := by
  simp only [responseOp, inner_add_left, inner_sub_left, inner_add_right, inner_sub_right,
    sum_inner, inner_sum, real_inner_smul_left, real_inner_smul_right, Finset.sum_add_distrib]
  congr 1
  · exact Finset.sum_congr rfl fun i _ => by rw [hH (f i) (h i)]
  · -- the coupling terms match after the two orbital indices are exchanged
    rw [Finset.sum_comm]
    exact Finset.sum_congr rfl fun j _ => Finset.sum_congr rfl fun i _ => hK i j _ _
```

The proof turns on `Finset.sum_comm`, which exchanges the order of a double sum. After `simp only` has expanded the inner products, both coupling sums have $i$ outside and $j$ inside. Matching them term by term would compare $\langle K_{ij}f_j,h_i\rangle$ with $\langle f_i,K_{ij}h_j\rangle$, which the adjoint condition does not relate when $i\neq j$. Once the left sum is exchanged, the matching terms are $\langle K_{ij}f_j,h_i\rangle$ and $\langle f_j,K_{ji}h_i\rangle$, which is exactly `hK i j`.

Without these symmetries, the two response sums differ by $\sum_i\langle (Lf)_i,h_i\rangle-\sum_i\langle f_i,(Lh)_i\rangle$.

## Each response is orthogonal to its own orbital

For a normalised orbital, orthogonality keeps the norm fixed to first order. By hand, it gives

$$\sum_i\langle (Lf)_i,h_i\rangle=\sum_i a_i\langle v_i,h_i\rangle-\sum_i\langle Av_i,h_i\rangle=-\sum_i\langle Av_i,h_i\rangle,$$

and likewise $\sum_i\langle f_i,(Lh)_i\rangle=-\sum_i\langle f_i,Bv_i\rangle$. Symmetry of $L$ then yields

$$\sum_i\langle f_i,Bv_i\rangle=\sum_i\langle Av_i,h_i\rangle .$$

```lean
/-- Interchange theorem: the response to `A` paired with `B` gives the same sum over orbitals as
the response to `B` paired with `A`. -/
theorem interchange (hH : H.IsSymmetric)
    (hK : ∀ i j x y, ⟪K i j x, y⟫_ℝ = ⟪x, K j i y⟫_ℝ)
    (hf : IsResponse H e K v A a f) (hh : IsResponse H e K v B b h) :
    ∑ i, ⟪f i, B (v i)⟫_ℝ = ∑ i, ⟪A (v i), h i⟫_ℝ := by
  have key := responseOp_symmetric (e := e) hH hK f h
  -- orthogonality removes the multipliers from both sides
  have l : ∑ i, ⟪responseOp H e K f i, h i⟫_ℝ = -∑ i, ⟪A (v i), h i⟫_ℝ := by
    rw [← Finset.sum_neg_distrib]
    refine Finset.sum_congr rfl fun i _ => ?_
    rw [hf.eqn, inner_sub_left, real_inner_smul_left, real_inner_comm (h i) (v i), hh.orth]
    ring
  have r : ∑ i, ⟪f i, responseOp H e K h i⟫_ℝ = -∑ i, ⟪f i, B (v i)⟫_ℝ := by
    rw [← Finset.sum_neg_distrib]
    refine Finset.sum_congr rfl fun i _ => ?_
    rw [hh.eqn, inner_sub_right, real_inner_smul_right, hf.orth]
    ring
  linarith
```

The steps `l` and `r` are these two pairings, `key` is the symmetry of $L$, and `linarith` combines them. Without orthogonality, the left sum exceeds the right by $\sum_i b_i\langle f_i,v_i\rangle-\sum_i a_i\langle v_i,h_i\rangle$, which need not vanish.

## Normalised eigenorbitals determine the multiplier

The interchange theorem does not require $Hv_i=e_iv_i$ or $\|v_i\|=1$. With both, pairing the response equation with $v_i$ gives

$$\langle v_i,Hf_i\rangle-e_i\langle v_i,f_i\rangle+\sum_j\langle v_i,K_{ij}f_j\rangle=a_i-\langle v_i,Av_i\rangle .$$

The first two terms cancel because $H$ is symmetric. Hence $a_i=\langle v_i,Av_i\rangle+\sum_j\langle v_i,K_{ij}f_j\rangle$: the direct shift plus the shift from the induced field.

```lean
/-- For a normalised eigenorbital `v i` of `H` with energy `e i`, the multiplier is the expectation
value of the perturbation plus the inner product of `v i` with the coupling term `∑ j, K i j (f j)`.
-/
theorem multiplier_eq (hH : H.IsSymmetric) (hf : IsResponse H e K v A a f) (i : ι)
    (hv : H (v i) = e i • v i) (hn : ‖v i‖ = 1) :
    a i = ⟪v i, A (v i)⟫_ℝ + ∑ j, ⟪v i, K i j (f j)⟫_ℝ := by
  have h1 := congrArg (fun x => ⟪v i, x⟫_ℝ) (hf.eqn i)
  simp only [responseOp, inner_add_right, inner_sub_right, inner_sum,
    real_inner_smul_right] at h1
  -- the one-electron part has no component along the unperturbed orbital
  have h2 : ⟪v i, H (f i)⟫_ℝ = e i * ⟪v i, f i⟫_ℝ := by
    rw [← hH (v i) (f i), hv, real_inner_smul_left]
  have h3 : ⟪v i, v i⟫_ℝ = 1 := by
    rw [real_inner_self_eq_norm_sq, hn]
    norm_num
  rw [h2, h3] at h1
  linarith
```

Here `h2` is the cancellation and `h3` the normalisation. Without normalisation, $a_i$ is replaced by $a_i\|v_i\|^2$.

## Overlaps fixed to first order allow a matrix of multipliers

Orthonormality constraints on several orbitals bring in multipliers $m_{ij}$, so the right side becomes $\sum_j m_{ij}v_j-Av_i$. Keeping the overlaps fixed to first order means $\langle f_i,v_j\rangle+\langle v_i,f_j\rangle=0$, so $X_{ij}=\langle f_i,v_j\rangle$ is antisymmetric. For symmetric $m$,

$$\sum_{i,j}m_{ij}X_{ij}=\sum_{i,j}m_{ji}X_{ji}=-\sum_{i,j}m_{ij}X_{ij}=0 .$$

```lean
/-- A symmetric matrix of multipliers does no net work on a variation that keeps the overlaps of
the orbitals fixed to first order. -/
theorem constraint_work_eq_zero {m : ι → ι → ℝ} (hm : ∀ i j, m i j = m j i)
    (ho : ∀ i j, ⟪f i, v j⟫_ℝ + ⟪v i, f j⟫_ℝ = 0) :
    ∑ i, ∑ j, m i j * ⟪f i, v j⟫_ℝ = 0 := by
  have swap : ∑ i, ∑ j, m i j * ⟪f i, v j⟫_ℝ = ∑ i, ∑ j, m i j * ⟪v i, f j⟫_ℝ := by
    rw [Finset.sum_comm]
    refine Finset.sum_congr rfl fun i _ => Finset.sum_congr rfl fun j _ => ?_
    rw [hm j i, real_inner_comm (v i) (f j)]
  have zero : ∑ i, ∑ j, m i j * ⟪f i, v j⟫_ℝ + ∑ i, ∑ j, m i j * ⟪v i, f j⟫_ℝ = 0 := by
    simp only [← Finset.sum_add_distrib, ← mul_add, ho, mul_zero, Finset.sum_const_zero]
  linarith
```

In the proof, `swap` exchanges the indices and `zero` applies the overlap condition. An antisymmetric part of $m$ could survive the sum. With this lemma in place of individual orthogonality, the earlier pairing argument goes through.

```lean
/-- The interchange theorem with full symmetric matrices of multipliers, for responses that keep
the overlaps of the orbitals fixed to first order. -/
theorem interchange_matrix_multipliers (hH : H.IsSymmetric)
    (hK : ∀ i j x y, ⟪K i j x, y⟫_ℝ = ⟪x, K j i y⟫_ℝ) {m n : ι → ι → ℝ}
    (hm : ∀ i j, m i j = m j i) (hn : ∀ i j, n i j = n j i)
    (hf : ∀ i, responseOp H e K f i = ∑ j, m i j • v j - A (v i))
    (hh : ∀ i, responseOp H e K h i = ∑ j, n i j • v j - B (v i))
    (hfo : ∀ i j, ⟪f i, v j⟫_ℝ + ⟪v i, f j⟫_ℝ = 0)
    (hho : ∀ i j, ⟪h i, v j⟫_ℝ + ⟪v i, h j⟫_ℝ = 0) :
    ∑ i, ⟪f i, B (v i)⟫_ℝ = ∑ i, ⟪A (v i), h i⟫_ℝ := by
  have key := responseOp_symmetric (e := e) hH hK f h
  have l : ∑ i, ⟪h i, responseOp H e K f i⟫_ℝ = -∑ i, ⟪h i, A (v i)⟫_ℝ := by
    simp only [hf, inner_sub_right, inner_sum, real_inner_smul_right, Finset.sum_sub_distrib,
      constraint_work_eq_zero hm hho, zero_sub]
  have r : ∑ i, ⟪f i, responseOp H e K h i⟫_ℝ = -∑ i, ⟪f i, B (v i)⟫_ℝ := by
    simp only [hh, inner_sub_right, inner_sum, real_inner_smul_right, Finset.sum_sub_distrib,
      constraint_work_eq_zero hn hfo, zero_sub]
  have c1 : ∑ i, ⟪responseOp H e K f i, h i⟫_ℝ = ∑ i, ⟪h i, responseOp H e K f i⟫_ℝ :=
    Finset.sum_congr rfl fun i _ => real_inner_comm _ _
  have c2 : ∑ i, ⟪A (v i), h i⟫_ℝ = ∑ i, ⟪h i, A (v i)⟫_ℝ :=
    Finset.sum_congr rfl fun i _ => real_inner_comm _ _
  linarith
```

## Symmetric perturbations turn the sums into shifts

So far $A$ and $B$ could be any linear operators. If $B$ is symmetric, as a real observable is, moving the orbitals along $v_i+tf_i$ gives

$$\sum_i\langle v_i+tf_i,B(v_i+tf_i)\rangle=\sum_i\langle v_i,Bv_i\rangle+2t\sum_i\langle f_i,Bv_i\rangle+t^2\sum_i\langle f_i,Bf_i\rangle .$$

The derivative at $t=0$ is $2\sum_i\langle f_i,Bv_i\rangle$. Without symmetry it is $\sum_i(\langle f_i,Bv_i\rangle+\langle v_i,Bf_i\rangle)$.

```lean
/-- When the orbitals move as `v + t f`, the summed expectation value of a symmetric operator `B`
changes at `t = 0` at the rate `2 ∑ i, ⟪f i, B (v i)⟫`. -/
theorem hasDerivAt_expectation (hB : B.IsSymmetric) (v f : ι → E) :
    HasDerivAt (fun t : ℝ => expectation B (fun i => v i + t • f i))
      (2 * ∑ i, ⟪f i, B (v i)⟫_ℝ) 0 := by
  -- the summed expectation value is a polynomial in `t` of degree at most two
  have expand : (fun t : ℝ => expectation B (fun i => v i + t • f i)) = fun t : ℝ =>
      expectation B v + t * (2 * ∑ i, ⟪f i, B (v i)⟫_ℝ) + t ^ 2 * expectation B f := by
    funext t
    simp only [expectation, Finset.mul_sum, ← Finset.sum_add_distrib]
    refine Finset.sum_congr rfl fun i _ => ?_
    have hs : ⟪v i, B (f i)⟫_ℝ = ⟪f i, B (v i)⟫_ℝ :=
      (hB (v i) (f i)).symm.trans (real_inner_comm _ _)
    simp only [map_add, map_smul, inner_add_left, inner_add_right, real_inner_smul_left,
      real_inner_smul_right, hs]
    ring
  rw [expand]
  have h1 := ((hasDerivAt_id' (0 : ℝ)).mul_const
    (2 * ∑ i, ⟪f i, B (v i)⟫_ℝ)).const_add (expectation B v)
  have h2 := ((hasDerivAt_id' (0 : ℝ)).fun_pow 2).mul_const (expectation B f)
  exact (h1.fun_add h2).congr_deriv (by simp)
```

`expand` is this polynomial, which is then differentiated. Applying the same formula to $A$ and $h$ and using the interchange theorem shows that the shift of $B$ under $A$ equals the shift of $A$ under $B$.

```lean
/-- Reciprocity of induced shifts: the first-order change of the expectation value of `B` caused by
`A` equals the first-order change of the expectation value of `A` caused by `B`. -/
theorem induced_shift_reciprocity (hH : H.IsSymmetric)
    (hK : ∀ i j x y, ⟪K i j x, y⟫_ℝ = ⟪x, K j i y⟫_ℝ)
    (hA : A.IsSymmetric) (hB : B.IsSymmetric)
    (hf : IsResponse H e K v A a f) (hh : IsResponse H e K v B b h) :
    deriv (fun t : ℝ => expectation B (fun i => v i + t • f i)) 0 =
      deriv (fun t : ℝ => expectation A (fun i => v i + t • h i)) 0 := by
  rw [(hasDerivAt_expectation hB v f).deriv, (hasDerivAt_expectation hA v h).deriv,
    interchange hH hK hf hh]
  congr 1
  exact Finset.sum_congr rfl fun i _ => real_inner_comm _ _
```

The displaced orbitals are not renormalised. For normalised $v_i$ and orthogonal $f_i$, $\|v_i+tf_i\|^2=1+t^2\|f_i\|^2$, so renormalising would not change the derivative at zero.

## Two coupled electrons on two levels

As an algebraic toy model, put two electrons of opposite spin in the same spatial orbital $v=(1,0)$ with $e=0$. The matrix entries below are chosen for easy arithmetic, and the coupling is not derived from a Coulomb repulsion. Let

$$H=\begin{pmatrix}0&0\\0&3\end{pmatrix},\quad K_{ij}=\begin{pmatrix}0&1\\1&1\end{pmatrix},\quad A=\begin{pmatrix}0&1\\1&0\end{pmatrix},\quad B=\begin{pmatrix}1&2\\2&0\end{pmatrix}.$$

For equal responses $f_i=(0,x)$, the left side is $(2x,3x+2x)$. Setting it equal to $(a,-1)$ gives $x=-1/5$ and $a=-2/5$. For $B$, $h_i=(0,y)$ must satisfy $(2y,5y)=(b-1,-2)$, so $y=-2/5$ and $b=1/5$. Both response sums are then

$$2\cdot\left(-\tfrac15\right)\cdot 2=-\tfrac45,\qquad 2\cdot 1\cdot\left(-\tfrac25\right)=-\tfrac45 .$$

Dropping the coupling for $f$ alone gives $x=-1/3$ and a first sum of $-4/3$, while the second remains $-4/5$.

```lean
/-- The operator on a two-level space with symmetric matrix `(p, q; q, r)`. -/
def twoLevel (p q r : ℝ) : EuclideanSpace ℝ (Fin 2) →ₗ[ℝ] EuclideanSpace ℝ (Fin 2) where
  toFun x := !₂[p * x 0 + q * x 1, q * x 0 + r * x 1]
  map_add' x y := by ext k; fin_cases k <;> simp <;> ring
  map_smul' c x := by ext k; fin_cases k <;> simp <;> ring

/-- Every two-level operator `(p, q; q, r)` is symmetric. -/
theorem twoLevel_symmetric (p q r : ℝ) : (twoLevel p q r).IsSymmetric := by
  intro x y
  simp [twoLevel, PiLp.inner_apply, Fin.sum_univ_two]
  ring

/-- Two coupled electrons in the lower orbital of a two-level space, with explicit responses to two
different perturbations and a response sum of `-4/5`. -/
theorem interchange_witness :
    (twoLevel 0 0 3).IsSymmetric ∧ (twoLevel 0 1 1).IsSymmetric ∧
    IsResponse (twoLevel 0 0 3) (fun _ : Fin 2 => 0) (fun _ _ => twoLevel 0 1 1)
      (fun _ => !₂[1, 0]) (twoLevel 0 1 0) (fun _ => -2 / 5) (fun _ => !₂[0, -1 / 5]) ∧
    IsResponse (twoLevel 0 0 3) (fun _ : Fin 2 => 0) (fun _ _ => twoLevel 0 1 1)
      (fun _ => !₂[1, 0]) (twoLevel 1 2 0) (fun _ => 1 / 5) (fun _ => !₂[0, -2 / 5]) ∧
    ∑ _i : Fin 2, ⟪(!₂[0, -1 / 5] : EuclideanSpace ℝ (Fin 2)),
      twoLevel 1 2 0 !₂[1, 0]⟫_ℝ = -4 / 5 := by
  refine ⟨twoLevel_symmetric _ _ _, twoLevel_symmetric _ _ _, ⟨fun i => ?_, fun i => ?_⟩,
    ⟨fun i => ?_, fun i => ?_⟩, ?_⟩
  · ext k
    fin_cases k <;> simp [responseOp, twoLevel] <;> norm_num
  · simp [PiLp.inner_apply, Fin.sum_univ_two]
  · ext k
    fin_cases k <;> simp [responseOp, twoLevel] <;> norm_num
  · simp [PiLp.inner_apply, Fin.sum_univ_two]
  · simp [twoLevel, PiLp.inner_apply, Fin.sum_univ_two]
    norm_num

end

end SternheimerInterchange
```

The last theorem checks the symmetry of $H$ and $K_{ij}$, both sets of response conditions and the first sum, component by component.

```lean
#print axioms SternheimerInterchange.responseOp_symmetric
#print axioms SternheimerInterchange.multiplier_eq
#print axioms SternheimerInterchange.interchange_matrix_multipliers
#print axioms SternheimerInterchange.induced_shift_reciprocity
```

```
'SternheimerInterchange.responseOp_symmetric' depends on axioms: [propext, Classical.choice, Quot.sound]
'SternheimerInterchange.multiplier_eq' depends on axioms: [propext, Classical.choice, Quot.sound]
'SternheimerInterchange.interchange_matrix_multipliers' depends on axioms: [propext, Classical.choice, Quot.sound]
'SternheimerInterchange.induced_shift_reciprocity' depends on axioms: [propext, Classical.choice, Quot.sound]
```
